# For \(\nu>0\), all real solutions of \(-u''+(\nu^2-\tfrac14)u/x^2=0\) on \((0,1)\) are square integrable exactly when \(\nu<1\)

If I discard the singular solution of a radial equation because it "isn't normalisable", the argument fails for the s-wave of a free particle in three dimensions: there the reduced radial function, \(r\) times the radial wavefunction, may tend to a nonzero constant at the origin and still be square integrable near it. Normalisability then leaves the boundary condition open. For the inverse-square term \((\nu^2-\tfrac14)/x^2\), I understand that the change happens at \(\nu=1\). Can this be derived rigorously, for every solution and not just for pure powers, and checked by machine?

## Two powers span the solutions, and one of them decides

Yes, for real \(\nu>0\) and the zero-energy equation. Inserting \(u=x^s\) gives

\[
-u''+\frac{(\nu^2-\frac14)u}{x^2}=\bigl[s(1-s)+\nu^2-\tfrac14\bigr]x^{s-2},
\]

which vanishes for \(s=\tfrac12\pm\nu\).

To see that nothing else occurs, take any solution \(u\), one of these \(s\), and set \(w=xu'-(1-s)u\). The equation gives \(xu''=(\nu^2-\tfrac14)u/x=-s(1-s)u/x\), so

\[
w'=su'+xu''=su'-\frac{s(1-s)u}{x}=\frac{s\,w}{x}.
\]

Hence \((x^{-s}w)'=-s\,x^{-s-1}w+x^{-s}\,s\,w/x=0\), and \(w\) is a constant times \(x^s\). The two exponents give

\[
xu'-(\tfrac12-\nu)u=Cx^{1/2+\nu},\qquad xu'-(\tfrac12+\nu)u=Dx^{1/2-\nu}.
\]

Subtracting and dividing by \(2\nu\),

\[
u=a\,x^{1/2+\nu}+b\,x^{1/2-\nu},\qquad a=\frac{C}{2\nu},\quad b=-\frac{D}{2\nu}.
\]

The square is

\[
u^2=a^2x^{1+2\nu}+2ab\,x+b^2x^{1-2\nu}.
\]

The first two terms are integrable on \((0,1)\). The last is integrable exactly when \(b=0\) or \(1-2\nu>-1\), that is, \(\nu<1\). So all solutions are square integrable if \(\nu<1\), while \(x^{1/2-\nu}\) is a counterexample if \(\nu\ge1\).

At \(\nu=1\) the singular solution is \(x^{-1/2}\). Its square is \(1/x\), whose integral diverges logarithmically at the origin, so the threshold value itself belongs to the non-integrable side.

## The Lean file

```lean
import Mathlib

open MeasureTheory Set

namespace InverseSquareLimitCircle

/-- `u` is a twice differentiable real solution of `-u'' + (ν² - 1/4) u / x² = 0`
on the interval `(0,1)`. -/
def IsSolution (ν : ℝ) (u : ℝ → ℝ) : Prop :=
  ∃ u₁ u₂ : ℝ → ℝ, ∀ x ∈ Ioo (0 : ℝ) 1,
    HasDerivAt u (u₁ x) x ∧ HasDerivAt u₁ (u₂ x) x ∧
      -u₂ x + (ν ^ 2 - 1 / 4) * u x / x ^ 2 = 0

/-- The function `u` is square integrable on `(0,1)`. -/
def SquareIntegrable (u : ℝ → ℝ) : Prop :=
  IntegrableOn (fun x => u x ^ 2) (Ioo (0 : ℝ) 1)

/-- The power `x^s` solves `-u'' + (ν² - 1/4) u / x² = 0` on `(0,1)` when `s (1 - s) = 1/4 - ν²`. -/
theorem power_isSolution {ν s : ℝ} (hs : s * (1 - s) = 1 / 4 - ν ^ 2) :
    IsSolution ν (fun x => x ^ s) := by
  refine ⟨fun x => s * x ^ (s - 1), fun x => s * ((s - 1) * x ^ (s - 1 - 1)), ?_⟩
  intro x hx
  have hx0 : x ≠ 0 := ne_of_gt hx.1
  refine ⟨Real.hasDerivAt_rpow_const (Or.inl hx0),
    (Real.hasDerivAt_rpow_const (Or.inl hx0)).const_mul s, ?_⟩
  show -(s * ((s - 1) * x ^ (s - 1 - 1))) + (ν ^ 2 - 1 / 4) * x ^ s / x ^ 2 = 0
  rw [Real.rpow_sub_one hx0, Real.rpow_sub_one hx0]
  linear_combination (x ^ s / x ^ 2) * hs

/-- If `s (1 - s) = 1/4 - ν²`, then for every solution the combination
`x u' - (1 - s) u` is a constant multiple of `x^s` on `(0,1)`. -/
theorem first_integral {ν s : ℝ} (hs : s * (1 - s) = 1 / 4 - ν ^ 2) {u u₁ u₂ : ℝ → ℝ}
    (hu : ∀ x ∈ Ioo (0 : ℝ) 1, HasDerivAt u (u₁ x) x ∧ HasDerivAt u₁ (u₂ x) x ∧
      -u₂ x + (ν ^ 2 - 1 / 4) * u x / x ^ 2 = 0) :
    ∃ C : ℝ, ∀ x ∈ Ioo (0 : ℝ) 1, x * u₁ x - (1 - s) * u x = C * x ^ s := by
  let F : ℝ → ℝ := fun x => x ^ (-s) * (x * u₁ x - (1 - s) * u x)
  -- the derivative of `F` vanishes by the differential equation
  have hF : ∀ x ∈ Ioo (0 : ℝ) 1, HasDerivAt F 0 x := by
    intro x hx
    have hx0 : x ≠ 0 := ne_of_gt hx.1
    obtain ⟨h1, h2, h3⟩ := hu x hx
    have h4 : x ^ 2 * u₂ x = (ν ^ 2 - 1 / 4) * u x := by
      have h5 : u₂ x = (ν ^ 2 - 1 / 4) * u x / x ^ 2 := by linarith
      rw [h5, mul_div_cancel₀ _ (pow_ne_zero 2 hx0)]
    have key : 1 * u₁ x + x * u₂ x - (1 - s) * u₁ x
        = s * (x * u₁ x - (1 - s) * u x) / x := by
      rw [eq_div_iff hx0]
      linear_combination h4 + u x * hs
    have hp : HasDerivAt (fun y : ℝ => y ^ (-s)) (-s * x ^ (-s - 1)) x :=
      Real.hasDerivAt_rpow_const (Or.inl hx0)
    have hq : HasDerivAt (fun y : ℝ => y * u₁ y - (1 - s) * u y)
        (1 * u₁ x + x * u₂ x - (1 - s) * u₁ x) x :=
      ((hasDerivAt_id' x).fun_mul h2).fun_sub (h1.const_mul (1 - s))
    refine (hp.fun_mul hq).congr_deriv ?_
    rw [key, Real.rpow_sub_one hx0]
    ring
  refine ⟨F (1 / 2), fun x hx => ?_⟩
  have hc : F x = F (1 / 2) :=
    isOpen_Ioo.is_const_of_deriv_eq_zero isPreconnected_Ioo
      (fun y hy => (hF y hy).differentiableAt.differentiableWithinAt)
      (fun y hy => (hF y hy).deriv) hx (by constructor <;> norm_num)
  have hc' : x ^ (-s) * (x * u₁ x - (1 - s) * u x) = F (1 / 2) := hc
  have h1 : x ^ s * x ^ (-s) = 1 := by
    rw [← Real.rpow_add hx.1, add_neg_cancel, Real.rpow_zero]
  linear_combination x ^ s * hc' - (x * u₁ x - (1 - s) * u x) * h1

/-- For `ν > 0` every solution on `(0,1)` is a superposition of `x^(1/2+ν)` and
`x^(1/2-ν)`. -/
theorem general_solution {ν : ℝ} (hν : 0 < ν) {u : ℝ → ℝ} (hu : IsSolution ν u) :
    ∃ a b : ℝ, ∀ x ∈ Ioo (0 : ℝ) 1,
      u x = a * x ^ (1 / 2 + ν) + b * x ^ (1 / 2 - ν) := by
  obtain ⟨u₁, u₂, h⟩ := hu
  obtain ⟨C, hC⟩ := first_integral (s := 1 / 2 + ν) (by ring) h
  obtain ⟨D, hD⟩ := first_integral (s := 1 / 2 - ν) (by ring) h
  refine ⟨C / (2 * ν), -D / (2 * ν), fun x hx => ?_⟩
  -- subtracting the two first integrals eliminates `u'`
  have h1 : u x = (C * x ^ (1 / 2 + ν) - D * x ^ (1 / 2 - ν)) / (2 * ν) := by
    rw [eq_div_iff (by positivity)]
    linear_combination hC x hx - hD x hx
  exact h1.trans (by ring)

/-- The power `x^s` is square integrable on `(0,1)` exactly when `s > -1/2`. -/
theorem power_squareIntegrable_iff (s : ℝ) :
    SquareIntegrable (fun x => x ^ s) ↔ -1 / 2 < s := by
  have h : SquareIntegrable (fun x => x ^ s) ↔
      IntegrableOn (fun x : ℝ => x ^ (2 * s)) (Ioo (0 : ℝ) 1) :=
    integrableOn_congr_fun (fun x hx => by
      show (x ^ s) ^ 2 = x ^ (2 * s)
      rw [two_mul, Real.rpow_add hx.1, sq]) measurableSet_Ioo
  rw [h, intervalIntegral.integrableOn_Ioo_rpow_iff one_pos]
  constructor <;> intro h <;> linarith

/-- For `ν > 0` a superposition `a x^(1/2+ν) + b x^(1/2-ν)` is square integrable on `(0,1)`
exactly when `b = 0` or `ν < 1`. -/
theorem superposition_squareIntegrable_iff {ν : ℝ} (hν : 0 < ν) {a b : ℝ} {u : ℝ → ℝ}
    (hu : ∀ x ∈ Ioo (0 : ℝ) 1, u x = a * x ^ (1 / 2 + ν) + b * x ^ (1 / 2 - ν)) :
    SquareIntegrable u ↔ b = 0 ∨ ν < 1 := by
  have hs : IntegrableOn (fun x : ℝ => (x ^ (1 / 2 + ν)) ^ 2) (Ioo (0 : ℝ) 1) :=
    (power_squareIntegrable_iff _).2 (by linarith)
  have hid : IntegrableOn (fun x : ℝ => x) (Ioo (0 : ℝ) 1) :=
    (continuous_id.integrableOn_Icc).mono_set Ioo_subset_Icc_self
  have hg : IntegrableOn (fun x : ℝ => a ^ 2 * (x ^ (1 / 2 + ν)) ^ 2 + 2 * a * b * x)
      (Ioo (0 : ℝ) 1) :=
    Integrable.add (Integrable.const_mul hs _) (Integrable.const_mul hid _)
  -- the cross term of the square is proportional to `x`
  have key : ∀ x ∈ Ioo (0 : ℝ) 1, u x ^ 2 = b ^ 2 * (x ^ (1 / 2 - ν)) ^ 2
      + (a ^ 2 * (x ^ (1 / 2 + ν)) ^ 2 + 2 * a * b * x) := by
    intro x hx
    have h : x ^ (1 / 2 + ν) * x ^ (1 / 2 - ν) = x := by
      rw [← Real.rpow_add hx.1, show 1 / 2 + ν + (1 / 2 - ν) = 1 by ring, Real.rpow_one]
    rw [hu x hx]
    linear_combination 2 * a * b * h
  constructor
  · intro h
    by_cases hb : b = 0
    · exact Or.inl hb
    · right
      have h2 : IntegrableOn (fun x : ℝ => (b ^ 2)⁻¹ *
          (u x ^ 2 - (a ^ 2 * (x ^ (1 / 2 + ν)) ^ 2 + 2 * a * b * x))) (Ioo (0 : ℝ) 1) :=
        Integrable.const_mul (Integrable.sub h hg) _
      have h1 : SquareIntegrable (fun x => x ^ (1 / 2 - ν)) :=
        IntegrableOn.congr_fun h2 (fun x hx => by
          show (b ^ 2)⁻¹ * (u x ^ 2 - (a ^ 2 * (x ^ (1 / 2 + ν)) ^ 2 + 2 * a * b * x))
            = (x ^ (1 / 2 - ν)) ^ 2
          rw [key x hx, add_sub_cancel_right, inv_mul_cancel_left₀ (pow_ne_zero 2 hb)])
          measurableSet_Ioo
      have h3 := (power_squareIntegrable_iff _).1 h1
      linarith
  · intro h
    have h1 : IntegrableOn (fun x : ℝ => b ^ 2 * (x ^ (1 / 2 - ν)) ^ 2) (Ioo (0 : ℝ) 1) := by
      rcases h with hb | h
      · simp [hb]
      · exact Integrable.const_mul ((power_squareIntegrable_iff _).2 (by linarith)) _
    exact IntegrableOn.congr_fun (Integrable.add h1 hg) (fun x hx => (key x hx).symm)
      measurableSet_Ioo

/-- For `ν > 0`, all real solutions of `-u'' + (ν² - 1/4) u / x² = 0` on `(0,1)` are square
integrable there if and only if `ν < 1`. -/
theorem limit_circle_iff {ν : ℝ} (hν : 0 < ν) :
    (∀ u : ℝ → ℝ, IsSolution ν u → SquareIntegrable u) ↔ ν < 1 := by
  constructor
  · intro h
    -- test the hypothesis on the more singular power
    have h1 := (power_squareIntegrable_iff _).1
      (h _ (power_isSolution (ν := ν) (s := 1 / 2 - ν) (by ring)))
    linarith
  · intro h u hu
    obtain ⟨a, b, hab⟩ := general_solution hν hu
    exact (superposition_squareIntegrable_iff hν hab).2 (Or.inr h)

/-- For `ν ≥ 1` a solution is square integrable on `(0,1)` exactly when it is a multiple of
`x^(1/2+ν)` there. -/
theorem limit_point_solutions {ν : ℝ} (hν : 1 ≤ ν) {u : ℝ → ℝ} (hu : IsSolution ν u) :
    SquareIntegrable u ↔ ∃ a : ℝ, ∀ x ∈ Ioo (0 : ℝ) 1, u x = a * x ^ (1 / 2 + ν) := by
  have hpos : 0 < ν := by linarith
  constructor
  · intro h
    obtain ⟨a, b, hab⟩ := general_solution hpos hu
    rcases (superposition_squareIntegrable_iff hpos hab).1 h with hb | hlt
    · refine ⟨a, fun x hx => ?_⟩
      rw [hab x hx, hb, zero_mul, add_zero]
    · exact absurd hlt (not_lt_of_ge hν)
  · rintro ⟨a, ha⟩
    refine (superposition_squareIntegrable_iff hpos (a := a) (b := 0) ?_).2 (Or.inl rfl)
    intro x hx
    rw [ha x hx, zero_mul, add_zero]

end InverseSquareLimitCircle
```

```lean
#print axioms InverseSquareLimitCircle.superposition_squareIntegrable_iff
-- 'InverseSquareLimitCircle.superposition_squareIntegrable_iff' depends on axioms: [propext, Classical.choice, Quot.sound]
#print axioms InverseSquareLimitCircle.limit_circle_iff
-- 'InverseSquareLimitCircle.limit_circle_iff' depends on axioms: [propext, Classical.choice, Quot.sound]
#print axioms InverseSquareLimitCircle.limit_point_solutions
-- 'InverseSquareLimitCircle.limit_point_solutions' depends on axioms: [propext, Classical.choice, Quot.sound]
```

## What the theorems say

`IsSolution ν u` says that there are functions `u₁` and `u₂` which are the first and second derivatives of `u` at every point of the open interval and satisfy the equation there. Continuity of `u₂` is not assumed, and values of `u` outside \((0,1)\) play no role. `SquareIntegrable u` is Lebesgue integrability of \(u^2\) on \((0,1)\).

`limit_circle_iff` states the threshold for \(\nu>0\). `limit_point_solutions` adds that for \(\nu\ge1\) a solution is square integrable exactly when it is a multiple of \(x^{1/2+\nu}\) on the interval.

The names "limit circle" (all solutions are square integrable near the endpoint) and "limit point" (not all are) come from Weyl's classification of endpoints, which concerns the equation at any energy and the self-adjoint realisations of the operator. The theorems treat energy zero and construct no operator. They also leave out \(\nu=0\), where the two powers coincide, and the stronger attraction that makes \(\nu\) imaginary.

## How the proof follows the calculation

- `power_isSolution` differentiates \(x^s\) twice; `linear_combination` then uses the condition on \(s\).
- `first_integral` shows that `F`, which is \(x^{-s}w\), has zero derivative. Its step `key` is the identity \(w'=sw/x\). Since the interval is connected, `F` equals its value at \(1/2\), which serves as the constant.
- `general_solution` applies this with both exponents and subtracts, eliminating \(u'\).
- `power_squareIntegrable_iff` reduces \((x^s)^2\) to \(x^{2s}\) and obtains the criterion \(s>-\tfrac12\).
- `superposition_squareIntegrable_iff` expands \(u^2\). If \(b\neq0\), it subtracts the two integrable terms and divides by \(b^2\), so integrability of \(u^2\) passes to the square of \(x^{1/2-\nu}\).
- The two final theorems combine these results, with \(x^{1/2-\nu}\) as the test solution for the threshold.

## In a radial solver

For a single particle in three dimensions, the centrifugal term \(l(l+1)/x^2\) corresponds to \(\nu=l+\tfrac12\). In this zero-energy model, normalisability removes the singular solution \(x^{-l}\) for \(l\ge1\), but not the constant solution for \(l=0\). A grid code that sets \(u(0)=0\) in every channel is therefore imposing a genuine boundary condition in the s-wave, one that square integrability alone does not supply.
